# For Hermitian H, the normalised principal minors of exp(−H) are probabilities with Fermi–Dirac occupations

A finite-temperature mean-field calculation with a prescribed mean number of electrons can adjust the chemical potential until the trace of the one-particle density matrix equals that number. For a fixed Hermitian one-particle Hamiltonian on finitely many orthonormal spin orbitals, called orbitals from here on and each holding at most one electron, the Lean file below obtains that trace, and each diagonal entry, as an average over sets of occupied orbitals with explicit positive weights.

```lean
import Mathlib

open Matrix
open scoped ComplexOrder

namespace ThermalOccupation

noncomputable section

variable {n : Type*} [Fintype n] [DecidableEq n]

/-- The determinant of the block of `A` whose rows and columns lie in the orbital set `S`. -/
def principalMinor (A : Matrix n n ℂ) (S : Finset n) : ℂ :=
  (A.submatrix (Subtype.val : S → n) (Subtype.val : S → n)).det

/-- The matrix with the rows of `A` for orbitals in `S` and unit rows for all others. -/
def mixRows (A : Matrix n n ℂ) (S : Finset n) : Matrix n n ℂ :=
  Matrix.of fun i j => if i ∈ S then A i j else (1 : Matrix n n ℂ) i j

/-- The projector onto the orbitals outside `T`. -/
def outside (T : Finset n) : Matrix n n ℂ :=
  Matrix.diagonal fun i => if i ∈ T then 0 else 1

/-- The weight `det(A_SS) / det(1 + A)` of the orbital set `S`, with `A = exp(-H)`;
its domain is the matrices `H` with `det(1 + A) ≠ 0`. -/
def weight (H : Matrix n n ℂ) (S : Finset n) : ℂ :=
  principalMinor (NormedSpace.exp (-H)) S / (1 + NormedSpace.exp (-H)).det

/-- The Fermi-Dirac matrix `(1 + exp H)⁻¹`; its domain is the matrices `H` for which
`1 + exp H` is invertible. -/
def fermi (H : Matrix n n ℂ) : Matrix n n ℂ := (1 + NormedSpace.exp H)⁻¹

/-- Replacing the rows outside `S` by unit rows leaves the principal minor on `S`
as determinant. -/
theorem det_mixRows (A : Matrix n n ℂ) (S : Finset n) :
    (mixRows A S).det = principalMinor A S := by
  have h := Matrix.twoBlockTriangular_det (mixRows A S) (fun i => i ∈ S) (by
    intro i hi j hj
    have hi' : i ∉ S := hi
    have hij : i ≠ j := by
      rintro rfl
      exact hi hj
    simp [mixRows, hi', hij])
  have h1 : Matrix.toSquareBlockProp (mixRows A S) (fun i => i ∈ S)
      = A.submatrix Subtype.val Subtype.val := by
    ext i j
    have hi : (i : n) ∈ S := i.2
    simp [Matrix.toSquareBlockProp, mixRows, hi]
  have h2 : Matrix.toSquareBlockProp (mixRows A S) (fun i => ¬ i ∈ S) = 1 := by
    ext i j
    have hi : (i : n) ∉ S := i.2
    simp [Matrix.toSquareBlockProp, mixRows, hi, Matrix.one_apply, Subtype.ext_iff]
  rw [h, h1, h2, Matrix.det_one, mul_one]
  unfold principalMinor
  congr!

/-- Adding to `A` the projector onto the orbitals outside `T` gives a determinant equal to
the sum of the principal minors of `A` on all sets containing `T`. -/
theorem det_outside_add (A : Matrix n n ℂ) (T : Finset n) :
    (outside T + A).det = ∑ S : Finset n with T ⊆ S, principalMinor A S := by
  -- the determinant is multilinear in the rows
  have h : (A + outside T).det = ∑ S : Finset n,
      Matrix.det (Matrix.of (S.piecewise (fun i => A i) (fun i => outside T i))) :=
    (Matrix.detRowAlternating (n := n) (R := ℂ)).toMultilinearMap.map_add_univ
      (fun i => A i) (fun i => outside T i)
  rw [add_comm, h, Finset.sum_filter]
  apply Finset.sum_congr rfl
  intro S _
  split_ifs with hT
  · rw [← det_mixRows]
    congr 1
    ext i j
    by_cases hi : i ∈ S
    · simp [mixRows, Finset.piecewise, hi]
    · have hiT : i ∉ T := fun h => hi (hT h)
      simp [mixRows, outside, Finset.piecewise, hi, hiT, Matrix.diagonal_apply,
        Matrix.one_apply]
  · -- an orbital of `T` missing from `S` contributes a zero row
    obtain ⟨i, hiT, hiS⟩ := Finset.not_subset.mp hT
    apply Matrix.det_eq_zero_of_row_eq_zero i
    intro j
    simp [outside, Finset.piecewise, hiS, hiT, Matrix.diagonal_apply]

/-- The determinant of `1 + A` is the sum of all principal minors of `A`. -/
theorem det_one_add (A : Matrix n n ℂ) :
    (1 + A).det = ∑ S : Finset n, principalMinor A S := by
  simpa [outside] using det_outside_add A ∅

/-- For Hermitian `H`, every principal minor of `exp(-H)` is real and positive. -/
theorem principalMinor_exp_pos {H : Matrix n n ℂ} (hH : H.IsHermitian) (S : Finset n) :
    0 < principalMinor (NormedSpace.exp (-H)) S := by
  obtain ⟨K, hK, hKK⟩ : ∃ K : Matrix n n ℂ, Kᴴ = K ∧ K + K = -H :=
    ⟨(-(1 / 2 : ℝ)) • H, by rw [Matrix.conjTranspose_smul, hH.eq, star_trivial], by module⟩
  -- `exp(-H)` is the square of the Hermitian matrix `exp K`
  have hA : NormedSpace.exp (-H) = (NormedSpace.exp K)ᴴ * NormedSpace.exp K := by
    rw [← Matrix.exp_conjTranspose, hK,
      ← Matrix.exp_add_of_commute K K (Commute.refl K), hKK]
  have hinv : NormedSpace.exp (-K) * NormedSpace.exp K = 1 := by
    rw [← Matrix.exp_add_of_commute (-K) K (Commute.refl K).neg_left, neg_add_cancel,
      NormedSpace.exp_zero]
  have hleft : (NormedSpace.exp (-K)).submatrix (Subtype.val : S → n) id
      * (NormedSpace.exp K).submatrix id (Subtype.val : S → n) = 1 := by
    calc _ = (NormedSpace.exp (-K) * NormedSpace.exp K).submatrix
          (Subtype.val : S → n) (Subtype.val : S → n) := rfl
      _ = 1 := by rw [hinv, Matrix.submatrix_one _ Subtype.val_injective]
  have hinj : Function.Injective
      ((NormedSpace.exp K).submatrix id (Subtype.val : S → n)).mulVec := by
    intro x y hxy
    have h := congrArg
      (fun z => (NormedSpace.exp (-K)).submatrix (Subtype.val : S → n) id *ᵥ z) hxy
    simpa only [Matrix.mulVec_mulVec, hleft, Matrix.one_mulVec] using h
  have hsub : (NormedSpace.exp (-H)).submatrix (Subtype.val : S → n) (Subtype.val : S → n)
      = ((NormedSpace.exp K).submatrix id (Subtype.val : S → n))ᴴ
        * (NormedSpace.exp K).submatrix id (Subtype.val : S → n) := by
    rw [hA]
    rfl
  unfold principalMinor
  rw [hsub]
  exact (Matrix.PosDef.conjTranspose_mul_self _ hinj).det_pos

/-- For Hermitian `H`, the normalising determinant `det(1 + exp(-H))` is real and positive. -/
theorem det_one_add_exp_pos {H : Matrix n n ℂ} (hH : H.IsHermitian) :
    0 < (1 + NormedSpace.exp (-H)).det := by
  rw [det_one_add]
  exact Finset.sum_pos (fun S _ => principalMinor_exp_pos hH S) ⟨∅, Finset.mem_univ _⟩

/-- For Hermitian `H`, the Fermi-Dirac matrix times `1 + exp(-H)` is `exp(-H)`. -/
theorem fermi_mul {H : Matrix n n ℂ} (hH : H.IsHermitian) :
    fermi H * (1 + NormedSpace.exp (-H)) = NormedSpace.exp (-H) := by
  have hu : IsUnit (1 + NormedSpace.exp H).det := by
    have h := (det_one_add_exp_pos hH.neg).ne'
    rw [neg_neg] at h
    exact isUnit_iff_ne_zero.mpr h
  have hBA : NormedSpace.exp H * NormedSpace.exp (-H) = 1 := by
    rw [← Matrix.exp_add_of_commute H (-H) (Commute.refl H).neg_right, add_neg_cancel,
      NormedSpace.exp_zero]
  calc fermi H * (1 + NormedSpace.exp (-H))
      = fermi H * ((1 + NormedSpace.exp H) * NormedSpace.exp (-H)) := by
        rw [add_mul, one_mul, hBA, add_comm]
    _ = NormedSpace.exp (-H) := by
        rw [← mul_assoc, fermi, Matrix.nonsing_inv_mul _ hu, one_mul]

/-- For Hermitian `H`, the total weight of the sets containing all orbitals of `T` is the
principal minor of the Fermi-Dirac matrix on `T`. -/
theorem sum_weight_superset {H : Matrix n n ℂ} (hH : H.IsHermitian) (T : Finset n) :
    ∑ S : Finset n with T ⊆ S, weight H S = principalMinor (fermi H) T := by
  have key : outside T + NormedSpace.exp (-H)
      = mixRows (fermi H) T * (1 + NormedSpace.exp (-H)) := by
    ext i j
    by_cases hi : i ∈ T
    · have hrow : (mixRows (fermi H) T * (1 + NormedSpace.exp (-H))) i j
          = (fermi H * (1 + NormedSpace.exp (-H))) i j := by
        simp only [Matrix.mul_apply, mixRows, Matrix.of_apply, if_pos hi]
      rw [hrow, fermi_mul hH]
      simp [outside, hi, Matrix.diagonal_apply]
    · have hrow : (mixRows (fermi H) T * (1 + NormedSpace.exp (-H))) i j
          = ((1 : Matrix n n ℂ) * (1 + NormedSpace.exp (-H))) i j := by
        simp only [Matrix.mul_apply, mixRows, Matrix.of_apply, if_neg hi]
      rw [hrow, one_mul]
      simp [outside, hi, Matrix.diagonal_apply, Matrix.one_apply]
  unfold weight
  rw [← Finset.sum_div, ← det_outside_add, key, Matrix.det_mul, det_mixRows,
    mul_div_cancel_right₀ _ (det_one_add_exp_pos hH).ne']

/-- For Hermitian `H`, the weights are real and positive and sum to one, and the total weight
of the sets containing orbital `p` is the diagonal entry `((1 + exp H)⁻¹)_pp`. -/
theorem thermal_occupation {H : Matrix n n ℂ} (hH : H.IsHermitian) :
    (∀ S, 0 < weight H S) ∧ ∑ S : Finset n, weight H S = 1 ∧
      ∀ p, ∑ S : Finset n with p ∈ S, weight H S = fermi H p p := by
  refine ⟨fun S => ?_, ?_, fun p => ?_⟩
  · -- a quotient of two positive real numbers
    have real_of_pos : ∀ z : ℂ, 0 < z → ∃ r : ℝ, 0 < r ∧ z = r := fun z hz =>
      ⟨z.re, (Complex.lt_def.mp hz).1,
        Complex.ext rfl (by simpa using (Complex.lt_def.mp hz).2.symm)⟩
    obtain ⟨a, ha, ea⟩ := real_of_pos _ (principalMinor_exp_pos hH S)
    obtain ⟨b, hb, eb⟩ := real_of_pos _ (det_one_add_exp_pos hH)
    rw [weight, ea, eb, ← Complex.ofReal_div]
    exact_mod_cast div_pos ha hb
  · unfold weight
    rw [← Finset.sum_div, ← det_one_add, div_self (det_one_add_exp_pos hH).ne']
  · have hs : Subsingleton ({p} : Finset n) :=
      ⟨fun a b => Subtype.ext
        ((Finset.mem_singleton.mp a.2).trans (Finset.mem_singleton.mp b.2).symm)⟩
    have h := sum_weight_superset hH {p}
    simp only [Finset.singleton_subset_iff] at h
    rw [h, principalMinor,
      Matrix.det_eq_elem_of_subsingleton _ ⟨p, Finset.mem_singleton_self p⟩]
    rfl

/-- For Hermitian `H` and distinct orbitals `p` and `q`, the total weight of the sets
containing both is the product of their occupations minus an exchange term. -/
theorem pair_occupation {H : Matrix n n ℂ} (hH : H.IsHermitian) {p q : n} (hpq : p ≠ q) :
    ∑ S : Finset n with p ∈ S ∧ q ∈ S, weight H S
      = fermi H p p * fermi H q q - fermi H p q * fermi H q p := by
  have h := sum_weight_superset hH {p, q}
  simp only [Finset.insert_subset_iff, Finset.singleton_subset_iff] at h
  rw [h, principalMinor]
  -- label the two orbitals by 0 and 1
  let f : Fin 2 → ({p, q} : Finset n) := ![⟨p, by simp⟩, ⟨q, by simp⟩]
  have hf : Function.Bijective f := by
    constructor
    · intro i j hij
      fin_cases i <;> fin_cases j <;> simp_all [f]
    · rintro ⟨x, hx⟩
      rcases (by simpa using hx : x = p ∨ x = q) with hx | hx
      · exact ⟨0, Subtype.ext hx.symm⟩
      · exact ⟨1, Subtype.ext hx.symm⟩
  rw [← Matrix.det_submatrix_equiv_self (Equiv.ofBijective f hf), Matrix.det_fin_two]
  rfl

/-- For Hermitian `H`, the mean number of orbitals in a set, taken with these weights, is the
trace of the Fermi-Dirac matrix. -/
theorem mean_particle_number {H : Matrix n n ℂ} (hH : H.IsHermitian) :
    ∑ S : Finset n, (S.card : ℂ) * weight H S = (fermi H).trace := by
  simp only [Matrix.trace, Matrix.diag_apply, ← (thermal_occupation hH).2.2,
    Finset.sum_filter]
  rw [Finset.sum_comm]
  apply Finset.sum_congr rfl
  intro S _
  rw [Finset.sum_ite_mem, Finset.univ_inter, Finset.sum_const, nsmul_eq_mul]

end

end ThermalOccupation
```

```lean
#print axioms ThermalOccupation.principalMinor_exp_pos
#print axioms ThermalOccupation.pair_occupation
#print axioms ThermalOccupation.mean_particle_number
```

```
'ThermalOccupation.principalMinor_exp_pos' depends on axioms: [propext, Classical.choice, Quot.sound]
'ThermalOccupation.pair_occupation' depends on axioms: [propext, Classical.choice, Quot.sound]
'ThermalOccupation.mean_particle_number' depends on axioms: [propext, Classical.choice, Quot.sound]
```

## Weights on sets of occupied orbitals

Let $h$ be the one-particle Hamiltonian, $\beta$ the inverse temperature and $\mu$ the chemical potential. The matrix called $H$ here is the dimensionless combination $H=\beta(h-\mu 1)$, not the Hamiltonian itself. Put
$$A=e^{-H},\qquad F=(1+e^{H})^{-1},\qquad w(S)=\frac{\det A_{SS}}{\det(1+A)},$$
where $S$ is a set of orbitals and $A_{SS}$ is the block of $A$ with rows and columns in $S$. The empty block has determinant 1.

The main theorem, `thermal_occupation`, makes three statements for Hermitian $H$: every $w(S)$ is positive, the weights sum to 1, and the weights of all sets containing orbital $p$ add up to $F_{pp}$. With a single orbital, $H$ is a real number $\varepsilon$. The empty set then has weight $1/(1+e^{-\varepsilon})$ and the occupied one $e^{-\varepsilon}/(1+e^{-\varepsilon})=1/(1+e^{\varepsilon})$, the Fermi–Dirac function.

Three further theorems concern the same weights:

- `sum_weight_superset`: the sets containing all of $T$ have total weight $\det F_{TT}$.
- `pair_occupation`: for $p\neq q$, the sets containing both have total weight $F_{pp}F_{qq}-F_{pq}F_{qp}$. The second term is the exchange term.
- `mean_particle_number`: the average of $|S|$, the number of orbitals in $S$, is $\operatorname{tr}F$.

In Lean, the orbitals form a finite type `n`, a configuration is a `Finset n`, and `hH : H.IsHermitian` is the only assumption on the matrix. The functions `principalMinor`, `weight` and `fermi` stand for $\det A_{SS}$, $w(S)$ and $F$. The weights are complex numbers by type. In the order that `ComplexOrder` puts on ℂ, `0 < weight H S` says that the imaginary part vanishes and the real part is positive, so reality is part of the claim. The inverse in `fermi` is a true inverse for Hermitian $H$, because $1+e^{H}$ is shown to be invertible.

## From determinants to the grand-canonical ensemble

For non-interacting fermions, the grand-canonical density operator is proportional to $\exp(-\sum_{ij}H_{ij}c_i^\dagger c_j)$, where $c_i^\dagger$ creates a particle in orbital $i$. This exponential acts on a Slater determinant by applying $A$ to each of its orbitals. Its diagonal element in the state with exactly the orbitals of $S$ filled is therefore $\det A_{SS}$, and its trace over Fock space is $\det(1+A)$. So $w(S)$ is the probability of finding exactly the set $S$ occupied.

That identification is the step from the Lean model to the physical ensemble. The file works with matrices on the one-particle space and contains no Fock space or creation operators, so the link rests on the argument just given.

The orbitals need not be eigenvectors of $H$. If they are, $A$ is diagonal and the occupations are independent. In general the off-diagonal entries of $F$ correlate them through the exchange term. In a mean-field calculation the formulas describe the auxiliary non-interacting system with its effective Hamiltonian held fixed, not the interacting electrons.

## Principal minors from a row expansion

For a matrix $A$ and a set $S$, let $R_S(A)$ have the rows of $A$ for orbitals in $S$ and the rows of the unit matrix for all others. With the orbitals of $S$ listed first, and $S^c$ denoting the remaining orbitals,
$$R_S(A)=\begin{pmatrix}A_{SS}&A_{SS^c}\\0&1\end{pmatrix},\qquad \det R_S(A)=\det A_{SS}.$$
This is `det_mixRows`, with `mixRows A S` for $R_S(A)$. Mathlib's formula for the determinant of a block-triangular matrix with two diagonal blocks does the work, and `h1` and `h2` identify the diagonal blocks.

Now let $Q_T$, in Lean `outside T`, be the diagonal matrix with entries 0 on $T$ and 1 elsewhere. Each row of $Q_T+A$ is a sum of two rows. Since the determinant is linear in each row, it expands into one term for every set $S$, with rows of $A$ in $S$ and rows of $Q_T$ outside it. If some orbital of $T$ is missing from $S$, its row is zero and so is the term. If $T\subseteq S$, the rows outside $S$ are unit rows and the matrix is $R_S(A)$. Hence
$$\det(Q_T+A)=\sum_{S\supseteq T}\det A_{SS},\qquad \det(1+A)=\sum_S\det A_{SS},$$
the second being the case $T=\varnothing$. These are `det_outside_add` and `det_one_add`. The expansion comes from `map_add_univ`, and `split_ifs` separates the two cases.

## Positivity from a square root of the exponential

Set $K=-H/2$, which is Hermitian, and $C=e^{K}$. Then $A=C^\dagger C$, and $C$ is invertible with inverse $e^{-K}$. Let $C_S$ consist of the columns of $C$ in $S$. For every nonzero vector $v$ on $S$,
$$A_{SS}=C_S^\dagger C_S,\qquad v^\dagger A_{SS}v=\lVert C_Sv\rVert^2>0,$$
because the columns of an invertible matrix are linearly independent. So $A_{SS}$ is positive definite and its determinant is positive; for $S=\varnothing$ it is 1.

In `principalMinor_exp_pos`, independence of the columns appears as injectivity of $v\mapsto C_Sv$. The step `hleft` shows that the rows of $e^{-K}$ in $S$ form a left inverse of $C_S$, and `hinj` draws the conclusion. Summing the minors gives $\det(1+A)>0$, which is `det_one_add_exp_pos`.

Every weight is thus a quotient of positive numbers. Dividing the expansion of $\det(1+A)$ by $\det(1+A)$ gives $\sum_S w(S)=1$.

## How the Fermi–Dirac matrix enters

Applying the last positivity result to $-H$ gives $\det(1+e^{H})>0$, so $F$ exists. Since $(1+e^{H})e^{-H}=1+A$,
$$F(1+A)=F(1+e^{H})e^{-H}=A,$$
which is `fermi_mul`. Next multiply $R_T(F)$ by $1+A$. A row in $T$ becomes the corresponding row of $F(1+A)=A$, and a row outside $T$ becomes that of $1+A$. Together these are the rows of $Q_T+A$:
$$Q_T+A=R_T(F)(1+A).$$
This is `key` in `sum_weight_superset`, checked entry by entry with a case split on whether the row lies in $T$. Taking determinants and using the row expansion,
$$\sum_{S\supseteq T}\det A_{SS}=\det F_{TT}\,\det(1+A),$$
and division by $\det(1+A)$ gives $\sum_{S\supseteq T}w(S)=\det F_{TT}$.

For $T=\{p\}$ the right-hand side is a $1\times1$ determinant, $F_{pp}$, which completes `thermal_occupation`. For $T=\{p,q\}$ with $p\ne q$ it is
$$\det\begin{pmatrix}F_{pp}&F_{pq}\\F_{qp}&F_{qq}\end{pmatrix}=F_{pp}F_{qq}-F_{pq}F_{qp}.$$
In `pair_occupation` the map `f` labels the two orbitals by 0 and 1, so that the $2\times2$ formula applies.

For the particle number, sum the single-orbital result over $p$ and exchange the two sums:
$$\operatorname{tr}F=\sum_p\sum_{S\ni p}w(S)=\sum_S|S|\,w(S),$$
since each set is counted once for every orbital it contains. The exchange is `Finset.sum_comm` in `mean_particle_number`.
